# For x > 0, coth x lies above both 1 and 1/x and below 1 + 1/x

The theorem says that for every real x > 0 the hyperbolic cotangent, written as cosh x / sinh x, is strictly greater than the larger of 1 and 1/x and strictly less than 1 + 1/x. It is a statement about a real function alone: x is a plain number, and the only assumption is that it is positive. The proof uses the mean value theorem to write sinh x / x as cosh t for some t between 0 and x, so that this ratio lies strictly between 1 and cosh x. The lower bounds follow from sinh x < cosh x and sinh x / x < cosh x, and the upper bound from cosh x − sinh x = exp(−x) < 1 < sinh x / x.

As first written in Lean, the proof fails:

```lean
import Mathlib

open Set

namespace TransmissionLineContact

noncomputable section

/-- For positive `x`, `coth x` lies strictly between the maximum and the sum of
`1` and `1 / x`. -/
theorem coth_bounds {x : ℝ} (hx : 0 < x) :
    max 1 (1 / x) < Real.cosh x / Real.sinh x ∧
      Real.cosh x / Real.sinh x < 1 + 1 / x := by
  have hS : 0 < Real.sinh x := Real.sinh_pos_iff.2 hx
  -- mean value theorem: sinh x = x cosh t with 0 < t < x
  obtain ⟨t, ht, e⟩ := exists_hasDerivAt_eq_slope Real.sinh Real.cosh hx
    Real.continuous_sinh.continuousOn (fun y _ => Real.hasDerivAt_sinh y)
  rw [Real.sinh_zero, sub_zero, sub_zero] at e
  have h1 : 1 < Real.sinh x / x := by
    rw [← e]
    exact Real.one_lt_cosh.2 ht.1.ne'
  have h2 : Real.sinh x / x < Real.cosh x := by
    rw [← e, Real.cosh_lt_cosh, abs_of_pos ht.1, abs_of_pos hx]
    exact ht.2
  have h3 : Real.cosh x - Real.sinh x < 1 := by
    rw [Real.cosh_sub_sinh]
    exact Real.exp_lt_one (by linarith)
  refine ⟨max_lt ((one_lt_div hS).2 (Real.sinh_lt_cosh x)) ?_, ?_⟩
  · rw [div_lt_div_iff₀ hx hS, one_mul]
    exact (div_lt_iff₀ hx).1 h2
  · rw [div_lt_iff₀ hS]
    have k : (1 + 1 / x) * Real.sinh x = Real.sinh x + Real.sinh x / x := by ring
    rw [k]
    linarith

end

end TransmissionLineContact
```

Messages:

```
Main.lean:27:10: error(lean.unknownIdentifier): Unknown constant `Real.exp_lt_one`
```

What went wrong. The one error is a missing name: Lean finds no constant called `Real.exp_lt_one`. The name is used in the proof of `h3`, which says that cosh x − sinh x is less than 1. The rewrite with `Real.cosh_sub_sinh` just before it has turned the goal into `Real.exp (-x) < 1`, which is true because −x is negative, but the lemma called on to say so does not exist under that name.

The repair uses `Real.exp_lt_one_iff`, an equivalence saying that the exponential of a real number is less than 1 exactly when the number is negative. Its direction `.2` goes from the negative exponent to the bound, so what remains to be shown is `-x < 0`, and `linarith` gets this from `hx : 0 < x`. The argument itself is unchanged.

The change, after which it compiles:

```diff
@@ -25,5 +25,5 @@
   have h3 : Real.cosh x - Real.sinh x < 1 := by
     rw [Real.cosh_sub_sinh]
-    exact Real.exp_lt_one (by linarith)
+    exact Real.exp_lt_one_iff.2 (by linarith)
   refine ⟨max_lt ((one_lt_div hS).2 (Real.sinh_lt_cosh x)) ?_, ?_⟩
   · rw [div_lt_div_iff₀ hx hS, one_mul]
```
